# One asymptotic term reduces the cutoff error of the Matsubara sum of 1/ν² from order 1/N to order 1/N³

Let β = 1/T be the inverse temperature, with ħ = k_B = 1. The fermionic Matsubara frequencies, often written ω_n, are

ν_n = (2n+1)π/β, n any integer.

The simplest numerical frequency sum truncates them to a finite box. Here the box is −N ≤ n < N, so N counts the positive frequencies and the box holds 2N. The truncated sum and the dimensionless tail are

S_N = T Σ_{n=−N}^{N−1} 1/ν_n²

R_N = Σ_{n≥N} 1/(2n+1)².

For a non-interacting level at the Fermi energy, G(iν) = 1/(iν), and S_N is its static particle-hole bubble −T Σ G², per spin, cut off at the box. The problem is how much the box misses and how much of that one analytic term restores. In a DMFT bubble the summand only approaches a multiple of 1/ν² at high frequency; bounding the remaining difference is a separate step, which the theorems below do not take.

In Lean, β is a real number, the frequency index is an integer and the cutoff `N` is a natural number. `boxSum` is S_N with the frequencies grouped in pairs n and −n−1, and `matsubaraTail` is R_N with the summation index shifted to n = k + N.

```lean
import Mathlib

open Filter Topology Real

namespace MatsubaraBox

noncomputable section

/-- The fermionic Matsubara frequency `(2n+1)π/β` at nonzero inverse temperature `β`. -/
def matsubaraFrequency (β : ℝ) (n : ℤ) : ℝ := (2 * (n : ℝ) + 1) * π / β

/-- The sum `T ∑ 1/ν_n²` over the box `-N ≤ n < N`, with the frequencies grouped in
pairs `n` and `-n-1`, at nonzero inverse temperature `β = 1/T`. -/
def boxSum (β : ℝ) (N : ℕ) : ℝ :=
  1 / β * ∑ n ∈ Finset.range N, (1 / (matsubaraFrequency β (n : ℤ)) ^ 2
    + 1 / (matsubaraFrequency β (-(n : ℤ) - 1)) ^ 2)

/-- The dimensionless tail `R_N`, the sum of `1/(2n+1)²` over all `n ≥ N`. -/
def matsubaraTail (N : ℕ) : ℝ := ∑' k : ℕ, 1 / (2 * ((k + N : ℕ) : ℝ) + 1) ^ 2
```

## (a) Inverse squares of the odd numbers

Starting from Σ_{m≥1} 1/m² = π²/6, show that

Σ_{n≥0} 1/(2n+1)² = π²/8.

The even terms m = 2k give

Σ_{k≥1} 1/(2k)² = (1/4)(π²/6) = π²/24.

The odd terms give the rest, π²/6 − π²/24 = π²/8.

`HasSum` says that the series converges and has this value. In the proof, `he` is the even part and `ho` the convergence of the odd part; `HasSum.even_add_odd` joins them, and uniqueness of the limit fixes the odd sum.

```lean
/-- The inverse squares of the odd numbers sum to `π²/8`. -/
theorem hasSum_odd_inverse_squares :
    HasSum (fun n : ℕ => 1 / (2 * (n : ℝ) + 1) ^ 2) (π ^ 2 / 8) := by
  have hz := hasSum_zeta_two
  -- the even terms carry a quarter of the full sum
  have he : HasSum (fun k : ℕ => 1 / ((2 * k : ℕ) : ℝ) ^ 2) (π ^ 2 / 24) := by
    have ef : (fun k : ℕ => 1 / ((2 * k : ℕ) : ℝ) ^ 2)
        = fun k : ℕ => (1 / 4 : ℝ) * (1 / (k : ℝ) ^ 2) := by
      funext k
      push_cast
      ring
    rw [ef, show π ^ 2 / 24 = (1 / 4 : ℝ) * (π ^ 2 / 6) by ring]
    exact hz.mul_left (1 / 4 : ℝ)
  have ho : Summable (fun k : ℕ => 1 / ((2 * k + 1 : ℕ) : ℝ) ^ 2) :=
    hz.summable.comp_injective (i := fun k : ℕ => 2 * k + 1)
      (fun a b h => by simpa using h)
  have h : π ^ 2 / 24 + (∑' k : ℕ, 1 / ((2 * k + 1 : ℕ) : ℝ) ^ 2) = π ^ 2 / 6 :=
    (HasSum.even_add_odd (f := fun n : ℕ => 1 / (n : ℝ) ^ 2) he ho.hasSum).unique hz
  have hs := ho.hasSum
  rw [show (∑' k : ℕ, 1 / ((2 * k + 1 : ℕ) : ℝ) ^ 2) = π ^ 2 / 8 by linarith] at hs
  push_cast at hs
  exact hs
```

## (b) Splitting the series at the cutoff

Show that for every N ≥ 0

Σ_{n=0}^{N−1} 1/(2n+1)² + R_N = π²/8.

The series in (a) converges, so it may be split after its first N terms. What remains is R_N. For N = 0 the finite sum is empty and R_0 is the whole series. Subtracting the identities for N and N+1 gives the recursion used in (e):

R_N = 1/(2N+1)² + R_{N+1}.

The Lean proof combines the library's splitting rule with the value from (a).

```lean
/-- The terms kept below the cutoff and the tail add up to `π²/8`. -/
theorem partial_add_tail (N : ℕ) :
    ∑ n ∈ Finset.range N, 1 / (2 * (n : ℝ) + 1) ^ 2 + matsubaraTail N = π ^ 2 / 8 :=
  (hasSum_odd_inverse_squares.summable.sum_add_tsum_nat_add N).trans
    hasSum_odd_inverse_squares.tsum_eq
```

## (c) A comparison for vanishing terms

Let d_n ≥ n for all n ≥ 1. Show that

1/d_n → 0 as n → ∞.

For n ≥ 1 we have 0 ≤ 1/d_n ≤ 1/n, and the right side tends to zero. `squeeze_zero'` needs these inequalities only for large n, which is why `eventually_ge_atTop 1` appears.

```lean
/-- If `d n ≥ n` for all `n ≥ 1`, then `1/d n` tends to zero. -/
theorem tendsto_one_div_of_le {d : ℕ → ℝ} (hd : ∀ n : ℕ, 1 ≤ n → (n : ℝ) ≤ d n) :
    Tendsto (fun n => 1 / d n) atTop (𝓝 0) := by
  refine squeeze_zero' ?_ ?_ tendsto_one_div_atTop_nhds_zero_nat
  · filter_upwards [eventually_ge_atTop 1] with n hn
    exact one_div_nonneg.2 (le_trans n.cast_nonneg (hd n hn))
  · filter_upwards [eventually_ge_atTop 1] with n hn
    exact one_div_le_one_div_of_le (Nat.cast_pos.2 hn) (hd n hn)
```

## (d) The sign of a decreasing sequence

Let u_{n+1} ≤ u_n for all n ≥ 1 and u_n → 0. Show that for every N ≥ 1

u_N ≥ 0.

Repeated use of the inequality gives u_{N+k} ≤ u_N for all k ≥ 0. Letting k → ∞ gives 0 ≤ u_N. In Lean, `ha` is the monotonicity of the shifted sequence, and `le_of_tendsto` takes the limit.

Monotonicity and convergence to some limit would not suffice: the constant sequence u_n = −1 has both and is negative.

```lean
/-- A sequence that does not increase from `n = 1` on and tends to zero is nonnegative
for every `N ≥ 1`. -/
theorem nonneg_of_step {u : ℕ → ℝ} (h : ∀ n, 1 ≤ n → u (n + 1) ≤ u n)
    (hl : Tendsto u atTop (𝓝 0)) {N : ℕ} (hN : 1 ≤ N) : 0 ≤ u N := by
  have ha : Antitone (fun k => u (k + N)) := antitone_nat_of_succ_le (fun k => by
    show u (k + 1 + N) ≤ u (k + N)
    rw [show k + 1 + N = k + N + 1 by omega]
    exact h (k + N) (by omega))
  simpa using ha.le_of_tendsto ((tendsto_add_atTop_iff_nat N).2 hl) 0
```

## (e) Two-sided bounds on the corrected tail

Show that for every N ≥ 1

1/(48N(N²+1)) ≤ 1/(4N) − R_N ≤ 1/(48N³).

Write E_n = 1/(4n) − R_n, L_n = 1/(48n(n²+1)), U_n = 1/(48n³) and p = n(n+1), so that (2n+1)² = 4p+1. By the recursion in (b),

E_n − E_{n+1} = 1/(4p) − 1/(4p+1) = 1/(4p(4p+1)).

For the lower bound, put Q = (n²+1)((n+1)²+1) = p²+2p+2. Then

L_n − L_{n+1} = (3p+2)/(48pQ)

(E_n − L_n) − (E_{n+1} − L_{n+1}) = [12Q − (3p+2)(4p+1)]/(48p(4p+1)Q) = (13p+22)/(48p(4p+1)Q) > 0.

For the upper bound,

U_n − U_{n+1} = (3p+1)/(48p³)

(U_n − E_n) − (U_{n+1} − E_{n+1}) = [(3p+1)(4p+1) − 12p²]/(48p³(4p+1)) = (7p+1)/(48p³(4p+1)) > 0.

So E_n − L_n and U_n − E_n both decrease. Both tend to zero, because R_n is the tail of a convergent series and the explicit fractions vanish by (c). By (d) both are nonnegative.

In the Lean proof, `hsucc` is the recursion and `hT` the vanishing of the tail. Each `key` is one of the two difference formulas for real x > 0, proved by clearing denominators with `field_simp` and comparing polynomials with `ring`; `positivity` then supplies the sign.

```lean
/-- For every cutoff `N ≥ 1`, the asymptotic term `1/(4N)` exceeds the tail `R_N` by at
least `1/(48N(N²+1))` and at most `1/(48N³)`. -/
theorem tail_bounds {N : ℕ} (hN : 1 ≤ N) :
    1 / (48 * ((N : ℝ) * ((N : ℝ) ^ 2 + 1))) ≤ 1 / (4 * (N : ℝ)) - matsubaraTail N ∧
    1 / (4 * (N : ℝ)) - matsubaraTail N ≤ 1 / (48 * (N : ℝ) ^ 3) := by
  have hsucc : ∀ n : ℕ,
      matsubaraTail n = 1 / (2 * (n : ℝ) + 1) ^ 2 + matsubaraTail (n + 1) := by
    intro n
    have h1 := partial_add_tail n
    have h2 := partial_add_tail (n + 1)
    rw [Finset.sum_range_succ] at h2
    linarith
  have hT : Tendsto matsubaraTail atTop (𝓝 0) :=
    tendsto_sum_nat_add (fun n : ℕ => 1 / (2 * (n : ℝ) + 1) ^ 2)
  have hA : Tendsto (fun n : ℕ => 1 / (4 * (n : ℝ))) atTop (𝓝 0) :=
    tendsto_one_div_of_le (fun n _ => by linarith [n.cast_nonneg (α := ℝ)])
  have hcube : ∀ n : ℕ, 1 ≤ n → (n : ℝ) ≤ (n : ℝ) ^ 3 := fun n hn =>
    le_self_pow₀ (by exact_mod_cast hn) (by norm_num)
  constructor
  · have hB : Tendsto (fun n : ℕ => 1 / (48 * ((n : ℝ) * ((n : ℝ) ^ 2 + 1))))
        atTop (𝓝 0) :=
      tendsto_one_div_of_le (fun n hn => by
        nlinarith [hcube n hn, n.cast_nonneg (α := ℝ)])
    have h : 0 ≤ (1 / (4 * (N : ℝ)) - matsubaraTail N)
        - 1 / (48 * ((N : ℝ) * ((N : ℝ) ^ 2 + 1))) := by
      refine nonneg_of_step (u := fun n : ℕ => (1 / (4 * (n : ℝ)) - matsubaraTail n)
        - 1 / (48 * ((n : ℝ) * ((n : ℝ) ^ 2 + 1)))) ?_
        (by simpa only [sub_zero] using (hA.sub hT).sub hB) hN
      intro n hn
      have hx : (0 : ℝ) < n := Nat.cast_pos.2 hn
      -- the decrease in one step is an explicit positive fraction
      have key : ∀ x : ℝ, 0 < x → 1 / (4 * x) - 1 / (4 * (x + 1)) - 1 / (2 * x + 1) ^ 2
          - (1 / (48 * (x * (x ^ 2 + 1))) - 1 / (48 * ((x + 1) * ((x + 1) ^ 2 + 1))))
          = (13 * (x * (x + 1)) + 22) / (48 * (x * (x + 1)) * (2 * x + 1) ^ 2
            * ((x ^ 2 + 1) * ((x + 1) ^ 2 + 1))) := by
        intro x hx
        have h1 : x + 1 ≠ 0 := by positivity
        have h2 : 2 * x + 1 ≠ 0 := by positivity
        have h3 : x ^ 2 + 1 ≠ 0 := by positivity
        have h4 : (x + 1) ^ 2 + 1 ≠ 0 := by positivity
        field_simp
        ring
      have hk := key n hx
      have hp : 0 ≤ (13 * ((n : ℝ) * (n + 1)) + 22) / (48 * ((n : ℝ) * (n + 1))
          * (2 * (n : ℝ) + 1) ^ 2 * (((n : ℝ) ^ 2 + 1) * (((n : ℝ) + 1) ^ 2 + 1))) := by
        positivity
      rw [← hk] at hp
      have hr := hsucc n
      push_cast
      linarith
    linarith
  · have hB : Tendsto (fun n : ℕ => 1 / (48 * (n : ℝ) ^ 3)) atTop (𝓝 0) :=
      tendsto_one_div_of_le (fun n hn => by
        linarith [hcube n hn, n.cast_nonneg (α := ℝ)])
    have h : 0 ≤ 1 / (48 * (N : ℝ) ^ 3) - (1 / (4 * (N : ℝ)) - matsubaraTail N) := by
      refine nonneg_of_step (u := fun n : ℕ => 1 / (48 * (n : ℝ) ^ 3)
        - (1 / (4 * (n : ℝ)) - matsubaraTail n)) ?_
        (by simpa only [sub_zero] using hB.sub (hA.sub hT)) hN
      intro n hn
      have hx : (0 : ℝ) < n := Nat.cast_pos.2 hn
      have key : ∀ x : ℝ, 0 < x → 1 / (48 * x ^ 3) - 1 / (48 * (x + 1) ^ 3)
          - (1 / (4 * x) - 1 / (4 * (x + 1)) - 1 / (2 * x + 1) ^ 2)
          = (7 * (x * (x + 1)) + 1) / (48 * x ^ 3 * (x + 1) ^ 3 * (2 * x + 1) ^ 2) := by
        intro x hx
        have h1 : x + 1 ≠ 0 := by positivity
        have h2 : 2 * x + 1 ≠ 0 := by positivity
        field_simp
        ring
      have hk := key n hx
      have hp : 0 ≤ (7 * ((n : ℝ) * (n + 1)) + 1)
          / (48 * (n : ℝ) ^ 3 * ((n : ℝ) + 1) ^ 3 * (2 * (n : ℝ) + 1) ^ 2) := by
        positivity
      rw [← hk] at hp
      have hr := hsucc n
      push_cast
      linarith
    linarith
```

## (f) The order of the bare tail

Show that

N R_N → 1/4 as N → ∞.

By (e), 0 ≤ 1/(4N) − R_N ≤ 1/(48N³). Multiplying by N and rearranging gives

1/4 − 1/(48N²) ≤ N R_N ≤ 1/4,

and both sides tend to 1/4. The Lean proof is the same squeeze, with `e1` and `e2` simplifying the products.

```lean
/-- Without the correction the cutoff error is exactly of order `1/N`: `N R_N → 1/4`. -/
theorem uncorrected_order :
    Tendsto (fun N : ℕ => (N : ℝ) * matsubaraTail N) atTop (𝓝 (1 / 4)) := by
  have hB : Tendsto (fun N : ℕ => 1 / (48 * (N : ℝ) ^ 2)) atTop (𝓝 0) :=
    tendsto_one_div_of_le (fun n hn => by
      have h1 : (1 : ℝ) ≤ n := by exact_mod_cast hn
      nlinarith)
  refine tendsto_of_tendsto_of_tendsto_of_le_of_le'
    (g := fun N : ℕ => 1 / 4 - 1 / (48 * (N : ℝ) ^ 2)) (h := fun _ => 1 / 4)
    (by simpa only [sub_zero] using (tendsto_const_nhds (x := (1 / 4 : ℝ))).sub hB)
    tendsto_const_nhds ?_ ?_
  · filter_upwards [eventually_ge_atTop 1] with N hN
    have hx : (0 : ℝ) < N := Nat.cast_pos.2 hN
    have hb := mul_le_mul_of_nonneg_left (tail_bounds hN).2 hx.le
    have e1 : (N : ℝ) * (1 / (4 * (N : ℝ))) = 1 / 4 := by field_simp
    have e2 : (N : ℝ) * (1 / (48 * (N : ℝ) ^ 3)) = 1 / (48 * (N : ℝ) ^ 2) := by field_simp
    rw [mul_sub, e1, e2] at hb
    linarith
  · filter_upwards [eventually_ge_atTop 1] with N hN
    have hx : (0 : ℝ) < N := Nat.cast_pos.2 hN
    have h0 : 0 ≤ 1 / (4 * (N : ℝ)) - matsubaraTail N :=
      le_trans (by positivity) (tail_bounds hN).1
    have hb := mul_nonneg hx.le h0
    have e1 : (N : ℝ) * (1 / (4 * (N : ℝ))) = 1 / 4 := by field_simp
    rw [mul_sub, e1] at hb
    linarith
```

## (g) The order after the correction

Show that

N³(1/(4N) − R_N) → 1/48 as N → ∞.

Multiplying (e) by N³ gives

1/48 − 1/(48(N²+1)) ≤ N³(1/(4N) − R_N) ≤ 1/48,

since N²/(N²+1) = 1 − 1/(N²+1). The squeeze again gives the limit, so the power 3 and the coefficient 1/48 in the upper bound of (e) are both asymptotically sharp.

```lean
/-- With the correction the error is exactly of order `1/N³`, with coefficient `1/48`. -/
theorem corrected_order :
    Tendsto (fun N : ℕ => (N : ℝ) ^ 3 * (1 / (4 * (N : ℝ)) - matsubaraTail N))
      atTop (𝓝 (1 / 48)) := by
  have hB : Tendsto (fun N : ℕ => 1 / (48 * ((N : ℝ) ^ 2 + 1))) atTop (𝓝 0) :=
    tendsto_one_div_of_le (fun n _ => by nlinarith [sq_nonneg ((n : ℝ) - 1)])
  refine tendsto_of_tendsto_of_tendsto_of_le_of_le'
    (g := fun N : ℕ => 1 / 48 - 1 / (48 * ((N : ℝ) ^ 2 + 1))) (h := fun _ => 1 / 48)
    (by simpa only [sub_zero] using (tendsto_const_nhds (x := (1 / 48 : ℝ))).sub hB)
    tendsto_const_nhds ?_ ?_
  · filter_upwards [eventually_ge_atTop 1] with N hN
    have hx : (0 : ℝ) < N := Nat.cast_pos.2 hN
    have e : 1 / 48 - 1 / (48 * ((N : ℝ) ^ 2 + 1))
        = (N : ℝ) ^ 3 * (1 / (48 * ((N : ℝ) * ((N : ℝ) ^ 2 + 1)))) := by
      have h3 : (N : ℝ) ^ 2 + 1 ≠ 0 := by positivity
      field_simp
      ring
    rw [e]
    exact mul_le_mul_of_nonneg_left (tail_bounds hN).1 (by positivity)
  · filter_upwards [eventually_ge_atTop 1] with N hN
    have hx : (0 : ℝ) < N := Nat.cast_pos.2 hN
    have hb := mul_le_mul_of_nonneg_left (tail_bounds hN).2 (pow_nonneg hx.le 3)
    have e : (N : ℝ) ^ 3 * (1 / (48 * (N : ℝ) ^ 3)) = 1 / 48 := by field_simp
    rwa [e] at hb
```

## (h) From the tail to the box sum

Show that for β ≠ 0 and every N ≥ 0

S_N/β = 1/4 − (2/π²) R_N.

Since ν_{−n−1} = −(2n+1)π/β = −ν_n, each pair contributes

1/ν_n² + 1/ν_{−n−1}² = 2β²/(π²(2n+1)²).

Summing over 0 ≤ n < N, multiplying by T = 1/β and using (b),

S_N = (2β/π²)(π²/8 − R_N),

and division by β gives the claim. In Lean, `hterm` is the pair contribution.

The partner of n is −n−1, not −n as for bosonic frequencies. For N ≥ 1, pairing n with −n would count n = 0 twice and miss n = −N; at N = 2 the sum of 1/(2n+1)² over the box would then be 3 + 1/9 instead of 2 + 2/9.

```lean
/-- At nonzero `β`, the box sum in units of `β` is `1/4` minus `2/π²` times the tail. -/
theorem boxSum_div_eq {β : ℝ} (hβ : β ≠ 0) (N : ℕ) :
    boxSum β N / β = 1 / 4 - 2 / π ^ 2 * matsubaraTail N := by
  have hπ : π ≠ 0 := Real.pi_ne_zero
  have hterm : ∀ n : ℕ, 1 / (matsubaraFrequency β (n : ℤ)) ^ 2
      + 1 / (matsubaraFrequency β (-(n : ℤ) - 1)) ^ 2
      = 2 * β ^ 2 / π ^ 2 * (1 / (2 * (n : ℝ) + 1) ^ 2) := by
    intro n
    -- the frequencies n and -n-1 differ only in sign
    have h : (matsubaraFrequency β (-(n : ℤ) - 1)) ^ 2
        = (matsubaraFrequency β (n : ℤ)) ^ 2 := by
      unfold matsubaraFrequency
      push_cast
      ring
    have h1 : 2 * (n : ℝ) + 1 ≠ 0 := by positivity
    have h2 : 1 / (matsubaraFrequency β (n : ℤ)) ^ 2
        = β ^ 2 / π ^ 2 * (1 / (2 * (n : ℝ) + 1) ^ 2) := by
      unfold matsubaraFrequency
      rw [Int.cast_natCast]
      field_simp
    rw [h, h2]
    ring
  unfold boxSum
  rw [Finset.sum_congr rfl (fun n _ => hterm n), ← Finset.mul_sum,
    eq_sub_of_add_eq (partial_add_tail N)]
  field_simp
  ring
```

## (i) The corrected box sum

Show that for β > 0 and N ≥ 1

0 ≤ S_N + β/(2π²N) − β/4 ≤ β/(24π²N³).

Inserting (h) and using β/(2π²N) = (2β/π²) · 1/(4N),

S_N + β/(2π²N) − β/4 = (2β/π²)(1/(4N) − R_N).

The prefactor is positive, so (e) gives both bounds, with 2/48 = 1/24. The Lean identities `e` and `e2` rewrite the excess and its bound in this form.

The value β/4 is the full static bubble of the non-interacting level. The bare box sum falls short of it by (2β/π²)R_N, which by (f) is of order β/N; the corrected sum exceeds it by an amount of order β/N³. For this pure 1/ν² summand the relative error depends on N alone, not on temperature.

```lean
/-- For `β > 0` and `N ≥ 1`, adding `β/(2π²N)` to the box sum gives `β/4` up to an
excess between zero and `β/(24π²N³)`. -/
theorem corrected_boxSum {β : ℝ} (hβ : 0 < β) {N : ℕ} (hN : 1 ≤ N) :
    0 ≤ boxSum β N + β / (2 * π ^ 2 * N) - β / 4 ∧
    boxSum β N + β / (2 * π ^ 2 * N) - β / 4 ≤ β / (24 * π ^ 2 * (N : ℝ) ^ 3) := by
  have hx : (0 : ℝ) < N := Nat.cast_pos.2 hN
  have hπ : 0 < π := Real.pi_pos
  have hbox := (div_eq_iff hβ.ne').1 (boxSum_div_eq hβ.ne' N)
  have e : boxSum β N + β / (2 * π ^ 2 * N) - β / 4
      = 2 * β / π ^ 2 * (1 / (4 * (N : ℝ)) - matsubaraTail N) := by
    rw [hbox]
    field_simp
    ring
  have e2 : β / (24 * π ^ 2 * (N : ℝ) ^ 3)
      = 2 * β / π ^ 2 * (1 / (48 * (N : ℝ) ^ 3)) := by
    field_simp
    ring
  have hc : 0 ≤ 2 * β / π ^ 2 := by positivity
  rw [e, e2]
  exact ⟨mul_nonneg hc (le_trans (by positivity) (tail_bounds hN).1),
    mul_le_mul_of_nonneg_left (tail_bounds hN).2 hc⟩

end

end MatsubaraBox
```

```lean
#print axioms MatsubaraBox.uncorrected_order
#print axioms MatsubaraBox.corrected_order
#print axioms MatsubaraBox.corrected_boxSum
```

```
'MatsubaraBox.uncorrected_order' depends on axioms: [propext, Classical.choice, Quot.sound]
'MatsubaraBox.corrected_order' depends on axioms: [propext, Classical.choice, Quot.sound]
'MatsubaraBox.corrected_boxSum' depends on axioms: [propext, Classical.choice, Quot.sound]
```
